# Nonzero radial solutions at n distinct energies give n − 2 independent local orbitals, or n − 1 if their boundary data are parallel

## Radial functions and the conditions at the sphere

Fix one angular momentum $l$ inside a muffin-tin sphere of radius $R$, and let $u(r)$ be $r$ times the radial wave function. In units with $\hbar^2/2m=1$ it satisfies

$$-u''+Vu=Eu,\qquad 0<r\le R,$$

where $V$ includes the centrifugal term $l(l+1)/r^2$. The potential is taken to be continuous on $(0,R]$ but may be singular at the origin, and no regularity of $u$ is imposed there. Nor is $u$ normalised.

In Lean 4 with Mathlib:

```lean
import Mathlib

open Set Module

namespace LocalOrbitalCount

/-- `u`, with slope `du`, solves the radial equation `-u'' + V u = E u` on `(0, R]`;
derivatives at the sphere radius `R` are taken from inside. -/
structure IsRadialSolution (V : ℝ → ℝ) (E R : ℝ) (u du : ℝ → ℝ) : Prop where
  deriv_u : ∀ r ∈ Ioc 0 R, HasDerivWithinAt u (du r) (Ioc 0 R) r
  deriv_du : ∀ r ∈ Ioc 0 R, HasDerivWithinAt du ((V r - E) * u r) (Ioc 0 R) r
```

In `IsRadialSolution V E R u du`, the function `du` is the slope $u'$, and the second field is the radial equation in the form $u''=(V-E)u$. `Ioc 0 R` is the interval $(0,R]$, so derivatives are ordinary ones inside the sphere and one-sided at $R$.

Now take functions $u_i$ with energies $E_i$, where $i$ runs over a finite index set `ι` with $n$ elements. Coefficients $c\in\mathbb R^n$ define the function $\sum_i c_iu_i$ on $(0,R]$.

```lean
/-- The combination `∑ cᵢ uᵢ` as a function on `(0, R]`, linear in the coefficients. -/
def combine {ι : Type*} [Fintype ι] (R : ℝ) (u : ι → ℝ → ℝ) :
    (ι → ℝ) →ₗ[ℝ] (Ioc (0 : ℝ) R → ℝ) where
  toFun c := fun r => ∑ i, c i * u i r
  map_add' c d := by
    funext r
    simp [add_mul, Finset.sum_add_distrib]
  map_smul' t c := by
    funext r
    simp [Finset.mul_sum, mul_assoc]
```

The same coefficients define the value and slope at the sphere,

$$B(c)=\Big(\sum_i c_iu_i(R),\ \sum_i c_iu_i'(R)\Big).$$

```lean
/-- Value and slope at `R` of the combination with coefficients `c`. -/
def boundary {ι : Type*} [Fintype ι] (R : ℝ) (u du : ι → ℝ → ℝ) :
    (ι → ℝ) →ₗ[ℝ] ℝ × ℝ where
  toFun c := (∑ i, c i * u i R, ∑ i, c i * du i R)
  map_add' c d := by
    simp [add_mul, Finset.sum_add_distrib]
  map_smul' t c := by
    simp [Finset.mul_sum, mul_assoc]
```

A local orbital is a combination with $B(c)=0$, so that it joins to zero outside the sphere with continuous value and slope. Because $u$ is $r$ times the radial function, both vanish together with their slopes at $R$.

```lean
/-- The local orbitals: combinations of the `uᵢ`, as functions on `(0, R]`, whose value and
slope at `R` vanish. -/
def localOrbitals {ι : Type*} [Fintype ι] (R : ℝ) (u du : ι → ℝ → ℝ) :
    Submodule ℝ (Ioc (0 : ℝ) R → ℝ) :=
  (LinearMap.ker (boundary R u du)).map (combine R u)
```

`localOrbitals` is a space of functions and not of coefficient vectors: it is the image of $\ker B$ under `combine`. The ingredients are solutions at distinct energies only. The energy derivative $\dot u$, which many LAPW local orbitals contain, is absent, as are relativistic corrections.

## Zero value and slope force a solution to vanish

Let $V$ be continuous on $(0,R]$ and $u(R)=u'(R)=0$. Choose $a\in(0,R]$, a bound $|V|\le M$ on $[a,R]$, and $K=1+M+|E|$. With $q=1+V-E$, the function $G=(u^2+u'^2)e^{Kr}$ has derivative

$$G'=\big[2q\,uu'+K(u^2+u'^2)\big]e^{Kr}
=\tfrac12\big[(K+q)(u+u')^2+(K-q)(u-u')^2\big]e^{Kr}\ge0,$$

since $|q|\le K$. Hence $0\le G(a)\le G(R)=0$, and $u(a)=0$.

```lean
/-- For a potential continuous on `(0, R]`, a radial solution with zero value and slope at `R`
vanishes on all of `(0, R]`. -/
theorem eq_zero_of_boundary {V u du : ℝ → ℝ} {E R : ℝ} (hV : ContinuousOn V (Ioc 0 R))
    (h : IsRadialSolution V E R u du) (hu : u R = 0) (hdu : du R = 0) :
    ∀ r ∈ Ioc 0 R, u r = 0 := by
  intro a ha
  have hsub : Icc a R ⊆ Ioc 0 R := fun x hx => ⟨ha.1.trans_le hx.1, hx.2⟩
  obtain ⟨M, hM⟩ := isCompact_Icc.exists_bound_of_continuousOn (hV.mono hsub)
  let K : ℝ := 1 + M + |E|
  -- the weighted sum of squares grows towards the sphere
  have hG : ∀ x ∈ Icc a R, HasDerivWithinAt
      (fun y => (u y * u y + du y * du y) * Real.exp (K * y))
      ((2 * u x * du x * (1 + V x - E) + K * (u x * u x + du x * du x)) * Real.exp (K * x))
      (Icc a R) x := by
    intro x hx
    have h1 := (h.deriv_u x (hsub hx)).mono hsub
    have h2 := (h.deriv_du x (hsub hx)).mono hsub
    have h3 : HasDerivWithinAt (fun y => Real.exp (K * y)) (Real.exp (K * x) * K)
        (Icc a R) x :=
      (((hasDerivAt_id' x).const_mul K).exp.hasDerivWithinAt).congr_deriv (by ring)
    exact (((h1.fun_mul h1).fun_add (h2.fun_mul h2)).fun_mul h3).congr_deriv (by ring)
  have hmono := monotoneOn_of_hasDerivWithinAt_nonneg (convex_Icc a R)
    (fun x hx => (hG x hx).continuousWithinAt)
    (fun x hx => (hG x (interior_subset hx)).mono interior_subset)
    (fun x hx => by
      have hb := hM x (interior_subset hx)
      rw [Real.norm_eq_abs] at hb
      obtain ⟨hb1, hb2⟩ := abs_le.mp hb
      have e1 := neg_abs_le E
      have e2 := le_abs_self E
      have k1 : 0 ≤ K + (1 + V x - E) := by simp only [K]; linarith
      have k2 : 0 ≤ K - (1 + V x - E) := by simp only [K]; linarith
      refine mul_nonneg ?_ (Real.exp_pos _).le
      nlinarith [mul_nonneg k1 (sq_nonneg (u x + du x)),
        mul_nonneg k2 (sq_nonneg (u x - du x))])
  have hle : (u a * u a + du a * du a) * Real.exp (K * a)
      ≤ (u R * u R + du R * du R) * Real.exp (K * R) :=
    hmono (left_mem_Icc.mpr ha.2) (right_mem_Icc.mpr ha.2) ha.2
  rw [hu, hdu] at hle
  have h5 : u a * u a + du a * du a ≤ 0 := by
    by_contra hc
    have := mul_pos (not_le.mp hc) (Real.exp_pos (K * a))
    linarith
  exact mul_self_eq_zero.mp
    (by linarith [mul_self_nonneg (u a), mul_self_nonneg (du a)])
```

`hG` computes $G'$, `k1` and `k2` are the inequalities $K\pm q\ge0$, and `nlinarith` combines them with the two squares. `hmono` is the resulting monotonicity.

## Distinct energies give independent functions

If a function is zero throughout $(0,R]$, its slope is zero there too, including the one-sided slope at $R$.

```lean
/-- A function that vanishes on `(0, R]` has zero slope there. -/
theorem slope_eq_zero {g dg : ℝ → ℝ} {R : ℝ}
    (hg : ∀ r ∈ Ioc 0 R, HasDerivWithinAt g (dg r) (Ioc 0 R) r)
    (hz : ∀ r ∈ Ioc 0 R, g r = 0) : ∀ r ∈ Ioc 0 R, dg r = 0 := by
  intro r hr
  have hU := uniqueDiffOn_Ioc (0 : ℝ) R r hr
  have h0 : HasDerivWithinAt g 0 (Ioc 0 R) r :=
    (hasDerivWithinAt_const r _ (0 : ℝ)).congr (fun y hy => hz y hy) (hz r hr)
  exact ((hg r hr).derivWithin hU).symm.trans (h0.derivWithin hU)
```

The proof compares two derivatives of the same function, which must agree because derivatives within this interval are unique.

Suppose $\sum_i c_iu_i=0$ on $(0,R]$. Differentiating twice gives first $\sum_i c_iu_i'=0$ and then $\sum_i c_i(V-E_i)u_i=0$. Therefore

$$\sum_i c_iE_iu_i=V\sum_i c_iu_i-\sum_i c_i(V-E_i)u_i=0.$$

```lean
variable {ι : Type*} {V : ℝ → ℝ} {R : ℝ} {E : ι → ℝ} {u du : ι → ℝ → ℝ}

/-- If a combination of radial solutions vanishes on `(0, R]`, so does the combination with
each coefficient multiplied by its energy. -/
theorem energy_weighted (hsol : ∀ i, IsRadialSolution V (E i) R (u i) (du i))
    (s : Finset ι) (c : ι → ℝ) (hc : ∀ r ∈ Ioc 0 R, ∑ i ∈ s, c i * u i r = 0) :
    ∀ r ∈ Ioc 0 R, ∑ i ∈ s, c i * E i * u i r = 0 := by
  -- differentiate twice and use the radial equation
  have h1 : ∀ r ∈ Ioc 0 R, ∑ i ∈ s, c i * du i r = 0 :=
    slope_eq_zero (fun r hr => HasDerivWithinAt.fun_sum
      (fun i _ => ((hsol i).deriv_u r hr).const_mul (c i))) hc
  have h2 : ∀ r ∈ Ioc 0 R, ∑ i ∈ s, c i * ((V r - E i) * u i r) = 0 :=
    slope_eq_zero (fun r hr => HasDerivWithinAt.fun_sum
      (fun i _ => ((hsol i).deriv_du r hr).const_mul (c i))) h1
  intro r hr
  have h3 : ∑ i ∈ s, c i * E i * u i r
      = V r * ∑ i ∈ s, c i * u i r - ∑ i ∈ s, c i * ((V r - E i) * u i r) := by
    rw [Finset.mul_sum, ← Finset.sum_sub_distrib]
    exact Finset.sum_congr rfl (fun i _ => by ring)
  rw [h3, hc r hr, h2 r hr]
  ring
```

Here `h1` and `h2` are the two differentiations and `h3` is the last identity.

Independence follows by induction on the number of functions. Add a function $u_a$ to a set $s$ and suppose that the enlarged combination vanishes. Subtracting $E_a$ times it from its energy-weighted version removes $u_a$:

$$\sum_{i\in s}c_i(E_i-E_a)u_i=0.$$

By induction $c_i(E_i-E_a)=0$, so $c_i=0$ for $i\in s$. What remains is $c_au_a=0$, and $u_a$ is nonzero somewhere, so $c_a=0$.

```lean
/-- Nonzero radial solutions at distinct energies are linearly independent on `(0, R]`. -/
theorem independent (hsol : ∀ i, IsRadialSolution V (E i) R (u i) (du i))
    (hE : Function.Injective E) (hne : ∀ i, ∃ r ∈ Ioc 0 R, u i r ≠ 0) (s : Finset ι) :
    ∀ c : ι → ℝ, (∀ r ∈ Ioc 0 R, ∑ i ∈ s, c i * u i r = 0) → ∀ i ∈ s, c i = 0 := by
  classical
  induction s using Finset.induction_on with
  | empty => intro c _ i hi; exact absurd hi (Finset.notMem_empty i)
  | insert a s ha ih =>
    intro c hc
    -- eliminate the function at energy `E a`
    have hker : ∀ r ∈ Ioc 0 R, ∑ i ∈ s, c i * (E i - E a) * u i r = 0 := by
      intro r hr
      have h1 := hc r hr
      have h2 := energy_weighted hsol (insert a s) c hc r hr
      rw [Finset.sum_insert ha] at h1 h2
      have h3 : ∑ i ∈ s, c i * (E i - E a) * u i r
          = ∑ i ∈ s, c i * E i * u i r - E a * ∑ i ∈ s, c i * u i r := by
        rw [Finset.mul_sum, ← Finset.sum_sub_distrib]
        exact Finset.sum_congr rfl (fun i _ => by ring)
      rw [h3]
      linear_combination h2 - E a * h1
    have hs : ∀ i ∈ s, c i = 0 := fun i hi =>
      (mul_eq_zero.mp (ih (fun i => c i * (E i - E a)) hker i hi)).resolve_right
        (sub_ne_zero.mpr fun h => ha (hE h ▸ hi))
    obtain ⟨r, hr, hur⟩ := hne a
    have h1 := hc r hr
    rw [Finset.sum_insert ha, Finset.sum_eq_zero (fun i hi => by rw [hs i hi, zero_mul]),
      add_zero] at h1
    intro i hi
    rcases Finset.mem_insert.mp hi with h | h
    · rw [h]; exact (mul_eq_zero.mp h1).resolve_right hur
    · exact hs i h
```

`hE` says that the energies are distinct, and `hne` that each function is nonzero at some point of $(0,R]$. `hker` is the displayed equation.

## Counting with the rank of the boundary map

By independence, different coefficients give different functions. The space of local orbitals therefore has dimension $\dim\ker B=n-\operatorname{rank}B$.

If two boundary pairs are not parallel, then $D=u_i(R)u_j'(R)-u_i'(R)u_j(R)\ne0$ for some $i,j$. Any target $(w_1,w_2)$ is reached with

$$c_i=\frac{w_1u_j'(R)-w_2u_j(R)}{D},\qquad c_j=\frac{u_i(R)w_2-u_i'(R)w_1}{D},$$

and all other coefficients zero. The rank is 2.

If all pairs are parallel, pick one, $b_k=(u_k(R),u_k'(R))$. It is nonzero, since otherwise $u_k$ would vanish identically. Every $w=B(c)$ is parallel to it, so $w=\dfrac{w\cdot b_k}{b_k\cdot b_k}\,b_k$, and the rank is 1. Physically, the solutions then either share one logarithmic derivative at $R$ or all have a node there.

```lean
/-- Counting local orbitals: `n ≥ 1` nonzero radial solutions at distinct energies, in a
potential continuous on `(0, R]`, give `n - 2` independent local orbitals, except `n - 1` when
all pairs (value, slope) at `R` are parallel. -/
theorem localOrbital_count [Fintype ι] [Nonempty ι] (hV : ContinuousOn V (Ioc 0 R))
    (hsol : ∀ i, IsRadialSolution V (E i) R (u i) (du i))
    (hE : Function.Injective E) (hne : ∀ i, ∃ r ∈ Ioc 0 R, u i r ≠ 0) :
    ((¬ ∀ i j, u i R * du j R = du i R * u j R) →
      finrank ℝ (localOrbitals R u du) + 2 = Fintype.card ι) ∧
    ((∀ i j, u i R * du j R = du i R * u j R) →
      finrank ℝ (localOrbitals R u du) + 1 = Fintype.card ι) := by
  classical
  have hinj : Function.Injective (combine R u) := by
    refine (injective_iff_map_eq_zero (combine R u)).2 fun c hc => ?_
    funext i
    exact independent hsol hE hne Finset.univ c (fun r hr => congrFun hc ⟨r, hr⟩) i
      (Finset.mem_univ i)
  have hdim : finrank ℝ (LinearMap.ker (boundary R u du))
      = finrank ℝ (localOrbitals R u du) :=
    (Submodule.equivMapOfInjective (combine R u) hinj _).finrank_eq
  have hrn := LinearMap.finrank_range_add_finrank_ker (boundary R u du)
  rw [hdim, Module.finrank_fintype_fun_eq_card] at hrn
  have hsingle : ∀ i a, boundary R u du (Pi.single i a) = (a * u i R, a * du i R) := by
    intro i a
    simp [boundary, Pi.single_apply, ite_mul]
  constructor
  · -- two non-parallel boundary pairs reach every value and slope
    intro hP
    push Not at hP
    obtain ⟨i, j, hij⟩ := hP
    have hD : u i R * du j R - du i R * u j R ≠ 0 := sub_ne_zero.mpr hij
    have htop : LinearMap.range (boundary R u du) = ⊤ := by
      refine LinearMap.range_eq_top.mpr fun w => ?_
      refine ⟨Pi.single i ((w.1 * du j R - w.2 * u j R) / (u i R * du j R - du i R * u j R))
        + Pi.single j ((u i R * w.2 - du i R * w.1) / (u i R * du j R - du i R * u j R)), ?_⟩
      rw [map_add, hsingle, hsingle]
      refine Prod.ext ?_ ?_
      · change _ * _ + _ * _ = w.1
        rw [div_mul_eq_mul_div, div_mul_eq_mul_div, ← add_div, div_eq_iff hD]
        ring
      · change _ * _ + _ * _ = w.2
        rw [div_mul_eq_mul_div, div_mul_eq_mul_div, ← add_div, div_eq_iff hD]
        ring
    have h2 : finrank ℝ (LinearMap.range (boundary R u du)) = 2 := by
      rw [htop, finrank_top, Module.finrank_prod, Module.finrank_self]
    omega
  · -- all boundary pairs lie on one line, which is not the origin
    intro hP
    obtain ⟨k⟩ := ‹Nonempty ι›
    have hv : ((u k R, du k R) : ℝ × ℝ) ≠ 0 := by
      intro h0
      obtain ⟨r, hr, hur⟩ := hne k
      exact hur (eq_zero_of_boundary hV (hsol k) (congrArg Prod.fst h0)
        (congrArg Prod.snd h0) r hr)
    have hN : u k R * u k R + du k R * du k R ≠ 0 := by
      intro h0
      have a1 : u k R = 0 := mul_self_eq_zero.mp
        (by linarith [mul_self_nonneg (u k R), mul_self_nonneg (du k R)])
      have a2 : du k R = 0 := mul_self_eq_zero.mp
        (by linarith [mul_self_nonneg (u k R), mul_self_nonneg (du k R)])
      exact hv (Prod.ext a1 a2)
    have hspan : LinearMap.range (boundary R u du)
        = Submodule.span ℝ {((u k R, du k R) : ℝ × ℝ)} := by
      apply le_antisymm
      · rintro w ⟨c, rfl⟩
        have hpar : u k R * (∑ i, c i * du i R) = du k R * ∑ i, c i * u i R := by
          rw [Finset.mul_sum, Finset.mul_sum]
          exact Finset.sum_congr rfl (fun i _ => by linear_combination c i * hP k i)
        refine Submodule.mem_span_singleton.mpr
          ⟨(u k R * (∑ i, c i * u i R) + du k R * ∑ i, c i * du i R)
            / (u k R * u k R + du k R * du k R), ?_⟩
        refine Prod.ext ?_ ?_
        · change _ / _ * u k R = ∑ i, c i * u i R
          rw [div_mul_eq_mul_div, div_eq_iff hN]
          linear_combination du k R * hpar
        · change _ / _ * du k R = ∑ i, c i * du i R
          rw [div_mul_eq_mul_div, div_eq_iff hN]
          linear_combination (-u k R) * hpar
      · rw [Submodule.span_singleton_le_iff_mem]
        exact ⟨Pi.single k 1, by rw [hsingle, one_mul, one_mul]⟩
    have h1 : finrank ℝ (LinearMap.range (boundary R u du)) = 1 := by
      rw [hspan, finrank_span_singleton hv]
    omega
```

The theorem has one implication for each case, for any $n\ge1$. It writes the dimensions as `finrank … + 2 = Fintype.card ι` and `finrank … + 1 = Fintype.card ι`. `hinj` and `hdim` pass from coefficients to functions, `hrn` is rank–nullity, `htop` gives rank 2, and `hspan` identifies the range with the line through $b_k$.

For this nonrelativistic single-$l$ model without energy derivatives, the count tells a basis-set builder how many independent local orbitals a list of energy parameters supplies for each magnetic quantum number.

## Three energies always suffice

For $n\ge3$ the dimension is at least $n-2\ge1$, so a nonzero local orbital exists.

```lean
/-- Three or more nonzero radial solutions at distinct energies, in a potential continuous on
`(0, R]`, always admit a nonzero local orbital. -/
theorem exists_localOrbital [Fintype ι] (hn : 3 ≤ Fintype.card ι)
    (hV : ContinuousOn V (Ioc 0 R))
    (hsol : ∀ i, IsRadialSolution V (E i) R (u i) (du i))
    (hE : Function.Injective E) (hne : ∀ i, ∃ r ∈ Ioc 0 R, u i r ≠ 0) :
    ∃ g ∈ localOrbitals R u du, g ≠ 0 := by
  have : Nonempty ι := Fintype.card_pos_iff.mp (by omega)
  apply Submodule.exists_mem_ne_zero_of_ne_bot
  intro hb
  obtain ⟨h2, h1⟩ := localOrbital_count hV hsol hE hne
  rw [hb, finrank_bot] at h1 h2
  by_cases hP : ∀ i j, u i R * du j R = du i R * u j R
  · have := h1 hP
    omega
  · have := h2 hP
    omega
```

The proof supposes that the space is zero. The count then gives $n=2$ or $n=1$, and `omega` finds the contradiction.

## Sine waves with a common node

Take $V=0$, $R=\pi$ and $u_k=\sin((k+1)r)$ for $k=0,\dots,m$, with energies $(k+1)^2$. Every $u_k$ vanishes at $\pi$, so all boundary pairs are parallel and the $m+1$ waves give $m$ local orbitals. For $m=1$ the space is spanned by $2\sin r+\sin2r$.

```lean
/-- The exceptional count occurs: the `m + 1` free waves `sin r, sin 2r, …, sin (m+1)r` on
`(0, π]` give `m` independent local orbitals. -/
theorem sine_waves_count (m : ℕ) :
    finrank ℝ (localOrbitals Real.pi
      (fun (k : Fin (m + 1)) r => Real.sin (((k : ℕ) + 1 : ℝ) * r))
      (fun k r => ((k : ℕ) + 1 : ℝ) * Real.cos (((k : ℕ) + 1 : ℝ) * r))) = m := by
  have hnode : ∀ k : ℕ, Real.sin (((k : ℝ) + 1) * Real.pi) = 0 := by
    intro k
    have := Real.sin_nat_mul_pi (k + 1)
    push_cast at this
    exact this
  have hcount := (localOrbital_count (V := fun _ => 0) (R := Real.pi)
    (E := fun k : Fin (m + 1) => ((k : ℕ) + 1 : ℝ) ^ 2)
    (u := fun k r => Real.sin (((k : ℕ) + 1 : ℝ) * r))
    (du := fun k r => ((k : ℕ) + 1 : ℝ) * Real.cos (((k : ℕ) + 1 : ℝ) * r))
    continuousOn_const
    (fun k =>
      ⟨fun r _ => (((hasDerivAt_id' r).const_mul ((k : ℕ) + 1 : ℝ)).sin.hasDerivWithinAt
          ).congr_deriv (by ring),
        fun r _ => ((((hasDerivAt_id' r).const_mul ((k : ℕ) + 1 : ℝ)).cos.const_mul
          ((k : ℕ) + 1 : ℝ)).hasDerivWithinAt).congr_deriv (by ring)⟩)
    (fun i j h => by
      have h' := (sq_eq_sq₀ (by positivity) (by positivity)).mp h
      exact Fin.ext (by exact_mod_cast add_right_cancel h'))
    (fun k => by
      have hk : (0 : ℝ) ≤ ((k : ℕ) : ℝ) := Nat.cast_nonneg _
      have hk1 : ((k : ℕ) : ℝ) + 1 ≠ 0 := by positivity
      -- the first antinode lies inside the sphere
      refine ⟨Real.pi / (2 * ((k : ℕ) + 1 : ℝ)), ⟨by positivity, ?_⟩, ?_⟩
      · exact div_le_self Real.pi_pos.le (by linarith)
      · have e : ((k : ℕ) + 1 : ℝ) * (Real.pi / (2 * ((k : ℕ) + 1 : ℝ))) = Real.pi / 2 := by
          field_simp
        change Real.sin (((k : ℕ) + 1 : ℝ) * (Real.pi / (2 * ((k : ℕ) + 1 : ℝ)))) ≠ 0
        rw [e, Real.sin_pi_div_two]
        exact one_ne_zero)).2
    (fun i j => by
      rw [hnode, hnode, zero_mul, mul_zero])
  rw [Fintype.card_fin] at hcount
  exact Nat.add_right_cancel hcount

end LocalOrbitalCount
```

`hnode` supplies the common node. Each wave is shown to be nonzero at its first antinode, $r=\pi/(2(k+1))$, where it equals 1.

```lean
#print axioms LocalOrbitalCount.localOrbital_count
#print axioms LocalOrbitalCount.exists_localOrbital
#print axioms LocalOrbitalCount.sine_waves_count
```

```
'LocalOrbitalCount.localOrbital_count' depends on axioms: [propext, Classical.choice, Quot.sound]
'LocalOrbitalCount.exists_localOrbital' depends on axioms: [propext, Classical.choice, Quot.sound]
'LocalOrbitalCount.sine_waves_count' depends on axioms: [propext, Classical.choice, Quot.sound]
```
